# A shared number-conserving density error cancels from the ionisation energy of a quadratic slab model

Suppose the work function of a metal surface is computed from a slab, with the vacuum level as the zero of energy. One route takes two total energies, one for the slab and one for the slab with an electron removed, and subtracts them. Another takes the chemical potential from a single calculation; in the simplified model below, it is read off the local potential. Neither density is perfect: a limited basis or incomplete convergence displaces some charge from where it should be. How strongly does that displacement affect each route?

A quadratic energy model gives a definite answer. Describe the density by finitely many real coefficients x, and write ⟨x,y⟩ for the sum of the products xᵢyᵢ. The energy is

E(x) = ⟨x,Ax⟩/2 − ⟨b,x⟩,

where the real symmetric matrix A describes the interaction and b the external attraction. The electron number is ⟨c,x⟩, so cᵢ is the number of electrons carried by one unit of coefficient i. The gradient of E is the local potential

v(x) = Ax − b.

A state is stationary at fixed electron number when v(x) is a multiple of c, and the multiplier is its chemical potential. Let x₀ and x₁ be the stationary states of the initial and the ionised slab:

v(x₀) = μc,  v(x₁) = νc.

Let both carry the same density error td, where t is a real amplitude and ⟨c,d⟩ = 0, so that charge is moved but not created. Then the total energy errs by t²⟨d,Ad⟩/2, the energy difference has no error, and the estimate of μ taken from site i, where cᵢ ≠ 0, errs by t(Ad)ᵢ/cᵢ.

## From the second-order expansion to the three errors

Expand the energy of a displaced density:

E(x+d) − E(x) = ⟨x,Ad⟩/2 + ⟨d,Ax⟩/2 + ⟨d,Ad⟩/2 − ⟨b,d⟩.

Because A is symmetric, ⟨x,Ad⟩ = ⟨d,Ax⟩, and the terms linear in d combine:

E(x+d) − E(x) = ⟨d,v(x)⟩ + ⟨d,Ad⟩/2.

At a stationary state the linear term is μ⟨d,c⟩, which is zero for a number-conserving d. Replacing d by td gives the total-energy error t²⟨d,Ad⟩/2.

The converse also holds. Suppose ⟨d,v⟩ = 0 for every d with ⟨c,d⟩ = 0, where v = v(x). If c ≠ 0, set k = ⟨c,v⟩/⟨c,c⟩; if c = 0, set k = 0. The remainder r = v − kc satisfies ⟨c,r⟩ = 0, so it is itself an allowed displacement and ⟨r,v⟩ = 0. Hence

⟨r,r⟩ = ⟨r,v⟩ − k⟨r,c⟩ = 0,

which forces r = 0 and v = kc.

Now give the two stationary states separate number-conserving errors d₀ and d₁. Subtracting their energy errors yields

[E(x₁+d₁) − E(x₀+d₀)] − [E(x₁) − E(x₀)] = (⟨d₁,Ad₁⟩ − ⟨d₀,Ad₀⟩)/2.

If both errors equal td, the right-hand side is zero.

The exact difference can be expressed through the chemical potentials. By symmetry the cross terms in ⟨x₁−x₀,A(x₁+x₀)⟩ cancel, so

E(x₁) − E(x₀) = ⟨x₁−x₀, v(x₁)+v(x₀)⟩/2 = ((μ+ν)/2)(⟨c,x₁⟩ − ⟨c,x₀⟩).

Removing one electron therefore costs −(μ+ν)/2. This generally differs from −μ, because the chemical potential itself changes on ionisation.

Finally, the potential is linear in the density apart from the constant b:

v(x₀+td)ᵢ/cᵢ = (μcᵢ + t(Ad)ᵢ)/cᵢ = μ + t(Ad)ᵢ/cᵢ.

The site estimate thus has a first-order error wherever (Ad)ᵢ is non-zero.

The same argument covers the fundamental gap, the ionisation energy minus the electron affinity. It combines three stationary energies, those with one electron fewer and one more entering with weight 1 and the initial one with weight −2. If all three states share the error td, each energy shifts by t²⟨d,Ad⟩/2; the weights add to zero, and the gap is unchanged. This gap identity is a hand-derived consequence and has no theorem of its own in the code below.

## Density coefficients, energy and potential in Lean

The coefficients are indexed by an arbitrary finite type `n`, whose elements may be read as sites or basis functions.

```lean
import Mathlib

open Matrix

namespace WorkFunctionErrorCancellation

noncomputable section

variable {n : Type*} [Fintype n]
```

A density is a function `n → ℝ`. The symbol `⬝ᵥ` is the product written ⟨·,·⟩ above, and `*ᵥ` applies a matrix to a vector.

```lean
/-- Quadratic energy functional of the density coefficients `x`, with interaction matrix `A`
and external attraction `b`. -/
def energy (A : Matrix n n ℝ) (b x : n → ℝ) : ℝ :=
  (x ⬝ᵥ A *ᵥ x) / 2 - b ⬝ᵥ x
```

The factor 1/2 counts each pair interaction once, and the minus sign makes a positive `b` attractive. Nothing requires the coefficients to be positive.

```lean
/-- The local potential `A x - b` at the density coefficients `x`, with interaction matrix `A` and
external attraction `b`. -/
def potential (A : Matrix n n ℝ) (b x : n → ℝ) : n → ℝ :=
  A *ᵥ x - b
```

With these conventions the potential is the energy gradient whenever `A` is symmetric. Stationarity will appear as the hypothesis `potential A b x₀ = μ • c`.

```lean
/-- Site estimate of the chemical potential: the local potential at site `i` divided by `c i`. It is
meaningful only where `c i ≠ 0`; elsewhere Lean's division returns 0. -/
def siteEstimate (A : Matrix n n ℝ) (b c x : n → ℝ) (i : n) : ℝ :=
  potential A b x i / c i
```

This estimate uses a single density. At a stationary state it equals the chemical potential at every site with `c i ≠ 0`, and the results about it assume that condition.

## Symmetry and the exact expansion

The first lemma is the reciprocity used to combine the linear terms.

```lean
/-- Reciprocity: for a symmetric interaction, the energy of density `x` in the field of `y`
equals that of `y` in the field of `x`. -/
theorem interaction_comm {A : Matrix n n ℝ} (hA : A.IsSymm) (x y : n → ℝ) :
    x ⬝ᵥ A *ᵥ y = y ⬝ᵥ A *ᵥ x := by
  rw [Matrix.dotProduct_mulVec, ← Matrix.mulVec_transpose, hA.eq, dotProduct_comm]
```

Its proof moves the matrix to the other side of the product, where it appears transposed, and uses `hA.eq` to replace the transpose by `A`.

```lean
/-- For a symmetric interaction, a density change `d` alters the energy by its work against
the local potential plus half its self-interaction. -/
theorem energy_add_sub {A : Matrix n n ℝ} (hA : A.IsSymm) (b x d : n → ℝ) :
    energy A b (x + d) - energy A b x = d ⬝ᵥ potential A b x + (d ⬝ᵥ A *ᵥ d) / 2 := by
  have h := interaction_comm hA x d
  simp only [energy, potential, Matrix.mulVec_add, dotProduct_add, add_dotProduct,
    dotProduct_sub]
  linear_combination h / 2 - dotProduct_comm b d
```

Here `simp only` multiplies out the energy of `x + d`. The closing `linear_combination` supplies half of the reciprocity relation, together with the commutativity of the product of `b` and `d`. The result is an identity at finite displacement, since a quadratic energy has no higher terms.

## Stationarity is equivalent to a purely quadratic error

```lean
/-- For a symmetric interaction, the energy error is purely quadratic for every density error
that conserves the electron number `c ⬝ᵥ x` exactly when the local potential is a multiple
of `c`. -/
theorem quadratic_error_iff_stationary {A : Matrix n n ℝ} (hA : A.IsSymm) (b c x : n → ℝ) :
    (∀ d, c ⬝ᵥ d = 0 → energy A b (x + d) - energy A b x = (d ⬝ᵥ A *ᵥ d) / 2) ↔
      ∃ μ : ℝ, potential A b x = μ • c := by
  constructor
  · intro h
    -- remove from the potential its component along `c`
    obtain ⟨k, hk⟩ : ∃ k : ℝ, c ⬝ᵥ (potential A b x - k • c) = 0 := by
      by_cases hc : c = 0
      · exact ⟨0, by simp [hc]⟩
      · have hcc : c ⬝ᵥ c ≠ 0 := fun h0 => hc (dotProduct_self_eq_zero.mp h0)
        exact ⟨(c ⬝ᵥ potential A b x) / (c ⬝ᵥ c), by
          rw [dotProduct_sub, dotProduct_smul, smul_eq_mul, div_mul_cancel₀ _ hcc, sub_self]⟩
    -- the remainder is an allowed density change, so it has zero length
    have h1 := h _ hk
    rw [energy_add_sub hA] at h1
    have h2 : (potential A b x - k • c) ⬝ᵥ potential A b x = 0 := by linarith
    have h3 : (potential A b x - k • c) ⬝ᵥ (potential A b x - k • c) = 0 := by
      rw [dotProduct_sub, h2, dotProduct_smul, dotProduct_comm _ c, hk, smul_zero, sub_zero]
    exact ⟨k, sub_eq_zero.mp (dotProduct_self_eq_zero.mp h3)⟩
  · rintro ⟨μ, hμ⟩ d hd
    rw [energy_add_sub hA, hμ, dotProduct_smul, dotProduct_comm d c, hd, smul_zero, zero_add]
```

The quantifier `∀ d` ranges over all density errors that conserve the electron number. The left side says that each of them produces only its self-interaction energy; the right side says that a chemical potential exists.

From left to right, the proof follows the projection derived above. The case split on `c = 0` chooses `k`, and `hk` says that the remainder is number-conserving. Applying the hypothesis to that remainder and comparing with the expansion gives `h2`, ⟨r,v⟩ = 0. Then `h3` gives ⟨r,r⟩ = 0, and a real vector of zero length vanishes. From right to left, the linear term is replaced by μ⟨c,d⟩, which is zero.

Stationary does not mean minimal. `A` need not be positive definite, so the energy error may have either sign.

## Errors in an energy difference

```lean
/-- For a symmetric interaction and two stationary states with separate number-conserving
density errors, the energy difference errs by half the difference of the errors'
self-interactions. -/
theorem energy_difference_error {A : Matrix n n ℝ} (hA : A.IsSymm)
    {b c x₀ x₁ d₀ d₁ : n → ℝ} {μ ν : ℝ}
    (h₀ : potential A b x₀ = μ • c) (h₁ : potential A b x₁ = ν • c)
    (hd₀ : c ⬝ᵥ d₀ = 0) (hd₁ : c ⬝ᵥ d₁ = 0) :
    (energy A b (x₁ + d₁) - energy A b (x₀ + d₀)) - (energy A b x₁ - energy A b x₀) =
      (d₁ ⬝ᵥ A *ᵥ d₁ - d₀ ⬝ᵥ A *ᵥ d₀) / 2 := by
  have e₀ := (quadratic_error_iff_stationary hA b c x₀).mpr ⟨μ, h₀⟩ d₀ hd₀
  have e₁ := (quadratic_error_iff_stationary hA b c x₁).mpr ⟨ν, h₁⟩ d₁ hd₁
  linear_combination e₁ - e₀
```

The two states have their own errors `d₀` and `d₁`, each number-conserving. The preceding equivalence provides both energy errors, `e₀` and `e₁`, and their difference is the claim. When the errors are unequal, what survives is still second order in them.

```lean
/-- For a symmetric interaction, the energy difference of two stationary states is the mean
of their chemical potentials times the change in electron number. -/
theorem energy_difference_eq_mean_potential {A : Matrix n n ℝ} (hA : A.IsSymm)
    {b c x₀ x₁ : n → ℝ} {μ ν : ℝ}
    (h₀ : potential A b x₀ = μ • c) (h₁ : potential A b x₁ = ν • c) :
    energy A b x₁ - energy A b x₀ = (μ + ν) / 2 * (c ⬝ᵥ x₁ - c ⬝ᵥ x₀) := by
  -- test each stationarity condition against an arbitrary density
  have key : ∀ (y x : n → ℝ) (κ : ℝ), potential A b x = κ • c →
      y ⬝ᵥ A *ᵥ x - b ⬝ᵥ y = κ * (c ⬝ᵥ y) := by
    intro y x κ h
    have h' := congrArg (fun v => y ⬝ᵥ v) h
    simp only [potential, dotProduct_sub, dotProduct_smul, smul_eq_mul] at h'
    rw [dotProduct_comm b y, dotProduct_comm c y]
    exact h'
  simp only [energy]
  linear_combination (key x₁ x₁ ν h₁ + key x₁ x₀ μ h₀ - key x₀ x₀ μ h₀ - key x₀ x₁ ν h₁) / 2
    - interaction_comm hA x₁ x₀ / 2
```

The auxiliary statement `key` pairs a stationarity condition with an arbitrary density `y`. Its four uses are the four terms of ⟨x₁−x₀,v(x₁)+v(x₀)⟩, and `interaction_comm` removes the cross terms. The change in electron number is arbitrary; setting it to −1 gives the ionisation energy stated earlier.

## The first-order error of the site estimate

```lean
/-- If the local potential at `x₀` is `μ • c`, then at a site with `c i ≠ 0` the site estimate for
the density `x₀ + d` differs from `μ` by `(A d) i / c i`. -/
theorem siteEstimate_error {A : Matrix n n ℝ} {b c x₀ : n → ℝ} {μ : ℝ}
    (h₀ : potential A b x₀ = μ • c) (d : n → ℝ) {i : n} (hi : c i ≠ 0) :
    siteEstimate A b c (x₀ + d) i - μ = (A *ᵥ d) i / c i := by
  have h := congrFun h₀ i
  simp only [potential, Pi.sub_apply, Pi.smul_apply, smul_eq_mul] at h
  have e : potential A b (x₀ + d) i = μ * c i + (A *ᵥ d) i := by
    simp only [potential, Matrix.mulVec_add, Pi.sub_apply, Pi.add_apply]
    linear_combination h
  rw [siteEstimate, e, add_div, mul_div_cancel_right₀ _ hi]
  ring
```

The fact `h` is the hypothesis `h₀` read at the single site `i`, and `e` adds the potential produced by the error. Division by `c i` then isolates μ. The formula needs neither symmetry of `A` nor conservation of the electron number. Conservation does not make the error vanish in general: in the two-site example below the error conserves the number and the shift is non-zero.

The error is measured against μ, the chemical potential of the initial state. It does not include the separate difference between −μ and the finite ionisation energy.

## The three errors together

```lean
/-- Let two stationary states of a symmetric interaction share the number-conserving density error
`t • d`. The energy of the first errs by `t ^ 2` times half the self-interaction of `d`, the energy
difference is exact, and the site estimate for the first, at a site with `c i ≠ 0`, errs by `t`
times `(A d) i / c i`. -/
theorem work_function_error_cancellation {A : Matrix n n ℝ} (hA : A.IsSymm)
    {b c x₀ x₁ d : n → ℝ} {μ ν : ℝ}
    (h₀ : potential A b x₀ = μ • c) (h₁ : potential A b x₁ = ν • c)
    (hd : c ⬝ᵥ d = 0) {i : n} (hi : c i ≠ 0) (t : ℝ) :
    energy A b (x₀ + t • d) - energy A b x₀ = t ^ 2 * ((d ⬝ᵥ A *ᵥ d) / 2) ∧
    energy A b (x₁ + t • d) - energy A b (x₀ + t • d) = energy A b x₁ - energy A b x₀ ∧
    siteEstimate A b c (x₀ + t • d) i - μ = t * ((A *ᵥ d) i / c i) := by
  have htd : c ⬝ᵥ (t • d) = 0 := by rw [dotProduct_smul, hd, smul_zero]
  refine ⟨?_, ?_, ?_⟩
  · rw [(quadratic_error_iff_stationary hA b c x₀).mpr ⟨μ, h₀⟩ _ htd]
    simp only [Matrix.mulVec_smul, dotProduct_smul, smul_dotProduct, smul_eq_mul]
    ring
  · -- equal errors have equal self-interactions, which cancel
    have h := energy_difference_error hA h₀ h₁ htd htd
    rw [sub_self, zero_div] at h
    exact sub_eq_zero.mp h
  · rw [siteEstimate_error h₀ _ hi, Matrix.mulVec_smul, Pi.smul_apply, smul_eq_mul,
      mul_div_assoc]
```

The hypotheses are a symmetric interaction, two stationary states, one common number-conserving error and one site with `c i ≠ 0`. The conclusion joins the three results with `∧`. Its first part takes the factor `t ^ 2` out of the quadratic form, its second sets both errors equal in `energy_difference_error`, and its third takes `t` out of the linear site error.

That the two states share one error is assumed. It stands for a defect of the calculation, such as a missing basis function, that displaces charge in the same way before and after ionisation. Real calculations satisfy this at best approximately, and the formula for separate errors then applies within the model. The existence of the stationary states is also assumed.

For simulation practice, the result illustrates why total-energy differences can tolerate density errors that disturb a local potential, within a finite quadratic model without orbitals or a non-quadratic exchange–correlation energy.

## A two-site slab losing one electron

A small example satisfies the assumptions and has a non-zero site error.

```lean
/-- For two sites with `c = ![1, 1]` and attraction `![4, 4]`, the interaction matrix is symmetric,
the local potentials at the densities `![1, 1]` and `![1 / 2, 1 / 2]` are `-1` and `-5 / 2` times
`c`, and the density change `![1, -1]` conserves the electron number and changes the potential at
the first site by one. -/
theorem work_function_error_cancellation_witness :
    (!![2, 1; 1, 2] : Matrix (Fin 2) (Fin 2) ℝ).IsSymm ∧
    potential !![2, 1; 1, 2] ![4, 4] ![1, 1] = (-1 : ℝ) • ![1, 1] ∧
    potential !![2, 1; 1, 2] ![4, 4] ![1 / 2, 1 / 2] = (-5 / 2 : ℝ) • ![1, 1] ∧
    (![1, 1] : Fin 2 → ℝ) ⬝ᵥ ![1, -1] = 0 ∧
    ((!![2, 1; 1, 2] : Matrix (Fin 2) (Fin 2) ℝ) *ᵥ ![1, -1]) 0 = 1 := by
  refine ⟨?_, ?_, ?_, ?_, ?_⟩
  · unfold Matrix.IsSymm
    ext i j
    fin_cases i <;> fin_cases j <;> simp
  · ext i
    fin_cases i <;> norm_num [potential, Matrix.mulVec, dotProduct, Fin.sum_univ_two]
  · ext i
    fin_cases i <;> norm_num [potential, Matrix.mulVec, dotProduct, Fin.sum_univ_two]
  · norm_num [dotProduct, Fin.sum_univ_two]
  · norm_num [Matrix.mulVec, dotProduct, Fin.sum_univ_two]

end

end WorkFunctionErrorCancellation
```

Take `c` = (1,1), so that the electron number is the sum of the coefficients. The initial density (1,1) holds two electrons and has μ = −1; the ionised density (1/2,1/2) holds one and has ν = −5/2. The error direction (1,−1) moves charge between the sites. The theorem checks symmetry, both stationarity conditions, number conservation and the potential change at site `0` by evaluating the entries.

The energies are E(x₀) = −5 and E(x₁) = −13/4, so the ionisation energy is 7/4, in agreement with −(μ+ν)/2. Since ⟨d,Ad⟩ = 2, an error of amplitude t = 0.1 raises each total energy by 0.01 and leaves the difference at 7/4. The estimate of μ at site `0` moves from −1 to −0.9, a shift ten times as large as that of either total energy.

```lean
#print axioms WorkFunctionErrorCancellation.energy_difference_eq_mean_potential
#print axioms WorkFunctionErrorCancellation.work_function_error_cancellation
```

```
'WorkFunctionErrorCancellation.energy_difference_eq_mean_potential' depends on axioms: [propext, Classical.choice, Quot.sound]
'WorkFunctionErrorCancellation.work_function_error_cancellation' depends on axioms: [propext, Classical.choice, Quot.sound]
```
